# A split-valence second zeta cut from a C¹ orbital is C¹ exactly when value and slope match at the split radius

## Orbital, inner polynomial and second zeta

Let $\varphi:\mathbb R\to\mathbb R$ be a radial orbital with continuous first derivative (C¹), $l=0,1,2,\dots$ its angular momentum and $s>0$ the split radius. For real coefficients $a,b$, define the inner polynomial and the second zeta by

$$P(r)=r^l(a-br^2),\qquad Z(r)=\begin{cases}\varphi(r)-P(r), & r<s,\\ 0, & r\ge s.\end{cases}$$

The smooth partner $\varphi-Z$ equals $P$ inside $s$ and $\varphi$ from $s$ outwards. Write $p=\varphi(s)$ and $q=\varphi'(s)$ for the value and slope to be matched.

The variable $r$ runs over the whole real line. A physical radial function, given for $r\ge 0$ and C¹ up to the origin, can be continued linearly to negative $r$. An orbital confined by a hard wall is not C¹, since it has a kink at the wall. If $s$ lies inside the wall, the result for $Z$ still applies: $Z$ uses $\varphi$ only for $r<s$, so $\varphi$ may be replaced beyond $s$ by its tangent line at $s$. The partner $\varphi-Z$ of the original orbital keeps the kink at the wall.

## Why the slope at the split radius matters

In a split-valence basis of numerical atomic orbitals, the second zeta gives the valence shell extra radial freedom within a shorter range. A kink at $r=s$ would put a surface delta term into the Laplacian, and hence into the kinetic energy operator acting on the orbital. The result says which coefficients avoid both a jump and a kink, for a single radial function with $l$ and $s$ given.

## Two conditions fix two coefficients

For $r\neq0$ the product rule gives

$$P'(r)=l\,r^{l-1}(a-br^2)-2b\,r^{l+1}=\frac{l\,P(r)}{r}-2b\,r^{l+1}.$$

Suppose $P(s)=p$ and $P'(s)=q$. Inserting the first condition into the slope formula leaves $b$ as the only unknown:

$$\frac{lp}{s}-2b\,s^{l+1}=q\quad\Longrightarrow\quad b=\frac{lp/s-q}{2s^{l+1}}.$$

The value condition $s^l(a-bs^2)=p$ then gives

$$a=\frac{p}{s^l}+b\,s^2.$$

Conversely, with these coefficients $a-bs^2=p/s^l$, so $P(s)=p$, and the slope is $lp/s-2bs^{l+1}=q$. Exactly one pair therefore matches. For $l=0$ it is $b=-q/(2s)$, $a=p-qs/2$.

## Cutting a C¹ function to zero

Let $f$ be C¹, and let $T$ equal $f$ for $r<s$ and zero for $r\ge s$.

If $T$ is C¹, continuity gives $f(s)=T(s)=0$. Then $T=f$ on all of $r\le s$, so the left derivative of $T$ at $s$ is $f'(s)$. The right derivative is zero. They agree, hence $f'(s)=0$.

If instead $f(s)=f'(s)=0$, both one-sided derivatives of $T$ at $s$ vanish. So $T'$ exists everywhere; it equals $f'$ for $r<s$ and zero for $r\ge s$, and it is continuous because $f'(s)=0$.

Now take $f=\varphi-P$. The conditions $f(s)=0$ and $f'(s)=0$ say that $P(s)=\varphi(s)$ and $P'(s)=\varphi'(s)$. Thus $Z$ is C¹ exactly for the matched pair $(a,b)$. For that pair the smooth partner is C¹ too, as a difference of C¹ functions.

## The statements in Lean

`innerPoly l a b` is $P$, and `secondZeta φ l s a b` is $Z$, built with the general cut-off `truncate`. The formulas for $a$ and $b$ are `coeffA l s p q` and `coeffB l s p q`. `ContDiff ℝ 1` means C¹ on the whole line, `HasDerivAt g q s` says that $g$ is differentiable at $s$ with slope $q$, and `deriv φ s` is $\varphi'(s)$.

- `existsUnique_matching` states that for all real $p,q$ there is exactly one pair `c`, with `c.1` as $a$ and `c.2` as $b$, that gives the required value and slope. `matching_iff` identifies this pair explicitly.
- `contDiff_secondZeta_iff` states that, for C¹ $\varphi$ and $s>0$, the second zeta is C¹ if and only if $a$ and $b$ are the matched coefficients.
- `contDiff_smoothPartner` states that the matched partner is C¹.

The split radius is an input, and no rule for choosing it is involved. Normalisation and the second derivative, which may jump at $s$, are not treated. Smoothness concerns the radial function on the line; whether its product with a spherical harmonic is smooth at the nucleus is a separate question. The matched second zeta may also be identically zero, namely when $\varphi$ already has the polynomial form inside $s$.

```lean
import Mathlib

open Set Filter Topology

namespace SplitValence

noncomputable section

/-- The inner polynomial `r^l (a - b r²)` of a split-valence orbital with angular momentum `l`. -/
def innerPoly (l : ℕ) (a b r : ℝ) : ℝ := r ^ l * (a - b * r ^ 2)

/-- The coefficient `b` for a prescribed value `p` and slope `q` at the split radius `s ≠ 0`. -/
def coeffB (l : ℕ) (s p q : ℝ) : ℝ := (l * p / s - q) / (2 * s ^ (l + 1))

/-- The coefficient `a` for a prescribed value `p` and slope `q` at the split radius `s ≠ 0`. -/
def coeffA (l : ℕ) (s p q : ℝ) : ℝ := p / s ^ l + coeffB l s p q * s ^ 2

/-- The function `f` inside the radius `s`, and zero from `s` outwards. -/
def truncate (s : ℝ) (f : ℝ → ℝ) (r : ℝ) : ℝ := if r < s then f r else 0

/-- The second zeta: the orbital `φ` minus the inner polynomial for `r < s`,
and zero for `r ≥ s`. -/
def secondZeta (φ : ℝ → ℝ) (l : ℕ) (s a b : ℝ) : ℝ → ℝ :=
  truncate s (fun r => φ r - innerPoly l a b r)

/-- Away from the origin the inner polynomial `P` has slope `l P(r)/r - 2 b r^(l+1)`. -/
theorem hasDerivAt_innerPoly (l : ℕ) (a b : ℝ) {r : ℝ} (hr : r ≠ 0) :
    HasDerivAt (innerPoly l a b) (l * innerPoly l a b r / r - 2 * b * r ^ (l + 1)) r := by
  have h1 := hasDerivAt_pow l r
  have h2 : HasDerivAt (fun x : ℝ => a - b * x ^ 2) (-(b * (2 * r))) r :=
    (((hasDerivAt_pow 2 r).const_mul b).const_sub a).congr_deriv (by norm_num)
  -- the power rule, written without the exponent `l - 1`
  have hpow : (l : ℝ) * r ^ (l - 1) = l * r ^ l / r := by
    rcases l with _ | n
    · simp
    · rw [Nat.add_sub_cancel, pow_succ]
      field_simp
  refine (h1.fun_mul h2).congr_deriv ?_
  rw [hpow]
  unfold innerPoly
  ring

/-- At a split radius `s > 0` the inner polynomial has value `p` and slope `q` exactly when
its coefficients are `coeffA` and `coeffB`. -/
theorem matching_iff (l : ℕ) {s : ℝ} (hs : 0 < s) (p q a b : ℝ) :
    (innerPoly l a b s = p ∧ HasDerivAt (innerPoly l a b) q s) ↔
      (a = coeffA l s p q ∧ b = coeffB l s p q) := by
  have hl : s ^ l ≠ 0 := pow_ne_zero _ hs.ne'
  have hS : 2 * s ^ (l + 1) ≠ 0 := by positivity
  constructor
  · rintro ⟨h1, h2⟩
    -- the slope condition fixes `b`, then the value condition fixes `a`
    have hd := h2.unique (hasDerivAt_innerPoly l a b hs.ne')
    rw [h1] at hd
    have hb : b = coeffB l s p q := by
      unfold coeffB
      rw [eq_div_iff hS]
      linear_combination hd
    have ha : p / s ^ l = a - b * s ^ 2 := by
      unfold innerPoly at h1
      rw [div_eq_iff hl]
      linear_combination -h1
    refine ⟨?_, hb⟩
    unfold coeffA
    rw [← hb, ha]
    ring
  · rintro ⟨ha, hb⟩
    have h1 : innerPoly l a b s = p := by
      have h : a - b * s ^ 2 = p / s ^ l := by
        rw [ha, hb]
        unfold coeffA
        ring
      unfold innerPoly
      rw [h]
      field_simp
    have h2 : b * (2 * s ^ (l + 1)) = l * p / s - q := by
      rw [hb]
      unfold coeffB
      exact div_mul_cancel₀ _ hS
    refine ⟨h1, (hasDerivAt_innerPoly l a b hs.ne').congr_deriv ?_⟩
    rw [h1]
    linear_combination -h2

/-- For every value `p` and slope `q` at a split radius `s > 0` there is exactly one pair
`(a, b)` whose inner polynomial has that value and slope at `s`. -/
theorem existsUnique_matching (l : ℕ) {s : ℝ} (hs : 0 < s) (p q : ℝ) :
    ∃! c : ℝ × ℝ, innerPoly l c.1 c.2 s = p ∧ HasDerivAt (innerPoly l c.1 c.2) q s := by
  refine ⟨(coeffA l s p q, coeffB l s p q), (matching_iff l hs p q _ _).2 ⟨rfl, rfl⟩, ?_⟩
  intro c hc
  have h := (matching_iff l hs p q c.1 c.2).1 hc
  exact Prod.ext h.1 h.2

/-- A C¹ function cut to zero from `s` outwards remains C¹ exactly when its value and its
slope vanish at `s`. -/
theorem contDiff_truncate_iff {f : ℝ → ℝ} (hf : ContDiff ℝ 1 f) (s : ℝ) :
    ContDiff ℝ 1 (truncate s f) ↔ (f s = 0 ∧ deriv f s = 0) := by
  have hd : ∀ r, HasDerivAt f (deriv f r) r :=
    fun r => ((contDiff_one_iff_deriv.1 hf).1 r).hasDerivAt
  have hz : ∀ r ∈ Ici s, truncate s f r = 0 := fun r hr => if_neg (not_lt.2 hr)
  have hl : s ∈ Iic s := mem_Iic.2 le_rfl
  have hr : s ∈ Ici s := mem_Ici.2 le_rfl
  have hR : HasDerivWithinAt (truncate s f) 0 (Ici s) s :=
    (hasDerivWithinAt_const s (Ici s) (0 : ℝ)).congr hz (hz s hr)
  constructor
  · intro hg
    have heq : EqOn f (truncate s f) (Iio s) := fun r h => (if_pos h).symm
    have hcl := heq.closure hf.continuous hg.continuous
    rw [closure_Iio] at hcl
    have hg' := ((contDiff_one_iff_deriv.1 hg).1 s).hasDerivAt
    -- the slope at `s` is that of `f` from the left and zero from the right
    have e1 := UniqueDiffWithinAt.eq_deriv _ (uniqueDiffOn_Iic s s hl)
      (hd s).hasDerivWithinAt (hg'.hasDerivWithinAt.congr hcl (hcl hl))
    have e2 := UniqueDiffWithinAt.eq_deriv _ (uniqueDiffOn_Ici s s hr)
      hg'.hasDerivWithinAt hR
    exact ⟨(hcl hl).trans (hz s hr), e1.trans e2⟩
  · rintro ⟨h0, h1⟩
    have hin : ∀ r ∈ Iic s, truncate s f r = f r := by
      intro r h
      rcases lt_or_eq_of_le (mem_Iic.1 h) with h | h
      · exact if_pos h
      · rw [h, h0]
        exact hz s hr
    have hD : ∀ r, HasDerivAt (truncate s f) (if s ≤ r then 0 else deriv f r) r := by
      intro r
      rcases lt_trichotomy r s with h | h | h
      · rw [if_neg (not_le.2 h)]
        refine (hd r).congr_of_eventuallyEq ?_
        filter_upwards [Iio_mem_nhds h] with x hx
        exact if_pos hx
      · -- at the split radius both one-sided slopes are zero
        rw [h, if_pos le_rfl]
        have hL : HasDerivWithinAt (truncate s f) 0 (Iic s) s :=
          ((hd s).congr_deriv h1).hasDerivWithinAt.congr hin (hin s hl)
        have hU := hL.union hR
        rwa [Iic_union_Ici, hasDerivWithinAt_univ] at hU
      · rw [if_pos h.le]
        refine (hasDerivAt_const r (0 : ℝ)).congr_of_eventuallyEq ?_
        filter_upwards [Ioi_mem_nhds h] with x hx
        exact hz x (mem_Ici.2 (le_of_lt hx))
    refine contDiff_one_iff_deriv.2 ⟨fun r => (hD r).differentiableAt, ?_⟩
    rw [show deriv (truncate s f) = fun r => if s ≤ r then 0 else deriv f r from
      funext fun r => (hD r).deriv]
    refine Continuous.if_le continuous_const (contDiff_one_iff_deriv.1 hf).2
      continuous_const continuous_id' ?_
    intro r h
    have h' : s = r := h
    rw [← h', h1]

/-- For a C¹ orbital `φ` and a split radius `s > 0`, the second zeta is C¹ on the reals exactly
when `a` and `b` are the coefficients matched to the value and slope of `φ` at `s`. -/
theorem contDiff_secondZeta_iff {φ : ℝ → ℝ} (hφ : ContDiff ℝ 1 φ) (l : ℕ) {s : ℝ}
    (hs : 0 < s) (a b : ℝ) :
    ContDiff ℝ 1 (secondZeta φ l s a b) ↔
      (a = coeffA l s (φ s) (deriv φ s) ∧ b = coeffB l s (φ s) (deriv φ s)) := by
  have hpoly : ContDiff ℝ 1 (innerPoly l a b) := by
    unfold innerPoly
    fun_prop
  have hf : ContDiff ℝ 1 (fun r => φ r - innerPoly l a b r) := hφ.sub hpoly
  have hP := hasDerivAt_innerPoly l a b hs.ne'
  have hφs := ((contDiff_one_iff_deriv.1 hφ).1 s).hasDerivAt
  have hD := (hφs.fun_sub hP).deriv
  refine (contDiff_truncate_iff hf s).trans (Iff.trans ?_ (matching_iff l hs _ _ a b))
  constructor
  · rintro ⟨h0, h1⟩
    exact ⟨(sub_eq_zero.1 h0).symm, hP.congr_deriv (sub_eq_zero.1 (hD.symm.trans h1)).symm⟩
  · rintro ⟨h0, h1⟩
    exact ⟨sub_eq_zero.2 h0.symm, hD.trans (sub_eq_zero.2 (h1.unique hP))⟩

/-- For a C¹ orbital `φ` and `s > 0`, the function that equals the matched inner polynomial for
`r < s` and `φ` for `r ≥ s` is C¹ on the reals. -/
theorem contDiff_smoothPartner {φ : ℝ → ℝ} (hφ : ContDiff ℝ 1 φ) (l : ℕ) {s : ℝ}
    (hs : 0 < s) :
    ContDiff ℝ 1 (fun r => if r < s then
      innerPoly l (coeffA l s (φ s) (deriv φ s)) (coeffB l s (φ s) (deriv φ s)) r
      else φ r) := by
  have hz := (contDiff_secondZeta_iff hφ l hs _ _).2 ⟨rfl, rfl⟩
  -- the partner is the orbital minus its second zeta
  convert hφ.sub hz using 1
  funext r
  by_cases h : r < s <;> simp [secondZeta, truncate, h]

end

end SplitValence
```

```lean
#print axioms SplitValence.existsUnique_matching
#print axioms SplitValence.contDiff_secondZeta_iff
#print axioms SplitValence.contDiff_smoothPartner
```

```
'SplitValence.existsUnique_matching' depends on axioms: [propext, Classical.choice, Quot.sound]
'SplitValence.contDiff_secondZeta_iff' depends on axioms: [propext, Classical.choice, Quot.sound]
'SplitValence.contDiff_smoothPartner' depends on axioms: [propext, Classical.choice, Quot.sound]
```

## From the slope formula to the smooth partner

`hasDerivAt_innerPoly` is the product rule. Its intermediate fact `hpow` replaces $l\,r^{l-1}$ by $l\,r^l/r$, treating $l=0$ separately.

`matching_iff` solves the two conditions in both directions. In the forward direction, `h2.unique` equates the prescribed slope with the computed one. After the value is inserted, `linear_combination` solves for $b$, and the value condition then yields $a$. The reverse direction substitutes the formulas back. `existsUnique_matching` repackages this equivalence as existence and uniqueness of a pair.

`contDiff_truncate_iff` carries the one-sided argument. Going forward, `hcl` extends the equality of $f$ and its truncation from $r<s$ to $r\le s$ by continuity. Then `e1` and `e2` compare the derivative at $s$ with its left and right values. Going back, `hD` finds the derivative in the three cases $r<s$, $r=s$ and $r>s$; in the middle case `hL.union hR` joins the two one-sided derivatives into a full one. `Continuous.if_le` shows that the resulting piecewise derivative is continuous, using $f'(s)=0$ at the joint.

`contDiff_secondZeta_iff` applies this to $\varphi-P$ and chains the outcome with `matching_iff`. The remaining work is to translate a vanishing difference of values and slopes into equality, which is the role of `sub_eq_zero`.

`contDiff_smoothPartner` takes the matched second zeta, which is C¹ by the previous theorem, and subtracts it from $\varphi$. A case split on $r<s$ confirms that this difference is the stated piecewise function.
